# The Young symmetriser of two sets of labels that share exactly one point is not zero

For two subsets `A` and `B` of a finite set of labels, which may be read as particle labels, the Young symmetriser here is the sum of all permutations supported on `A` times the signed sum of those supported on `B`, with no normalising factor. The lemma says that if `A` and `B` share exactly one label, this product is a non-zero element of the complex group algebra; it does not say that the product acts as a non-zero operator on any given space of states. The attempt maps the group algebra to matrices by the regular representation, where the diagonal entry at the identity reads off the coefficient of the identity permutation. It means to show that this coefficient is 1, since a product `g * h` of a permutation supported on `A` and one supported on `B` is the identity only when both factors are.

An attempt in Lean 4 with a fault in it:

```lean
import Mathlib

open Equiv
open scoped Nat

namespace YoungSymmetriserNeZero

noncomputable section

variable {α : Type*} [Fintype α] [DecidableEq α]

local notation "𝐏" => MonoidAlgebra.of ℂ (Equiv.Perm α)

/-- The permutations supported on `A`: those that fix every point outside `A`. -/
def permsOn (A : Finset α) : Finset (Perm α) :=
  Finset.univ.filter fun g => ∀ x, x ∉ A → g x = x

/-- The Young symmetriser `c = a b`: the sum of the permutations supported on `A`, times the
signed sum of the permutations supported on `B`. -/
def youngSymmetriser (A B : Finset α) : MonoidAlgebra ℂ (Perm α) :=
  (∑ g ∈ permsOn A, 𝐏 g) * ∑ g ∈ permsOn B, ((Perm.sign g : ℤ) : ℂ) • 𝐏 g

/-- A permutation is supported on `A` exactly when it fixes every point outside `A`. -/
theorem mem_permsOn {A : Finset α} {g : Perm α} :
    g ∈ permsOn A ↔ ∀ x, x ∉ A → g x = x := by
  simp [permsOn]

/-- If `A` and `B` share exactly one point, the Young symmetriser is not zero. -/
theorem youngSymmetriser_ne_zero {A B : Finset α} {p : α} (hAB : A ∩ B = {p}) :
    youngSymmetriser A B ≠ 0 := by
  -- the regular representation reads off the coefficient of the identity
  let ρ : Perm α →* Matrix (Perm α) (Perm α) ℂ :=
    { toFun := fun g => Matrix.of fun x y => if x = g * y then 1 else 0
      map_one' := by ext x y; simp [Matrix.one_apply]
      map_mul' := fun g h => by ext x y; simp [Matrix.mul_apply, mul_assoc] }
  obtain ⟨φ, hφ⟩ : ∃ φ : MonoidAlgebra ℂ (Perm α) →ₐ[ℂ] Matrix (Perm α) (Perm α) ℂ,
      ∀ g, φ (𝐏 g) = ρ g := ⟨MonoidAlgebra.lift _ _ _ ρ, fun g => by simp⟩
  have hφ1 : ∀ g, φ (𝐏 g) 1 1 = if g = 1 then 1 else 0 := fun g => by
    rw [hφ]
    simp [ρ, eq_comm]
  have hm : ∀ g h : Perm α, 𝐏 g * 𝐏 h = 𝐏 (g * h) := fun g h => (map_mul _ g h).symm
  have h1 : φ (youngSymmetriser A B) 1 1 = 1 := by
    rw [youngSymmetriser, Finset.sum_mul_sum]
    simp only [map_sum, Matrix.sum_apply, mul_smul_comm, hm, map_smul, Matrix.smul_apply, hφ1]
    rw [Finset.sum_eq_single 1, Finset.sum_eq_single 1]
    · simp
    · intro h _ hh
      simp [hh]
    · intro h
      exact absurd (mem_permsOn.2 fun _ _ => rfl) h
    · intro g hg hg1
      refine Finset.sum_eq_zero fun h hh => ?_
      rw [if_neg, smul_zero]
      intro e
      have fix : ∀ y, y ≠ p → g y = y := by
        intro y hy
        by_cases hyA : y ∈ A
        · have hyB : y ∉ B := fun hB => by
            have h' := Finset.mem_inter.2 ⟨hyA, hB⟩
            rw [hAB] at h'
            exact hy (Finset.mem_singleton.1 h')
          have h' : g (h y) = y := by rw [← Perm.mul_apply, e, Perm.one_apply]
          rwa [mem_permsOn.1 hh y hyB] at h'
        · exact mem_permsOn.1 hg y hyA
      refine hg1 (Equiv.ext fun y => ?_)
      change g y = y
      by_contra hne
      have hy : y = p := by
        by_contra h'
        exact hne (fix y h')
      exact hne (g.injective (fix (g y) (by rw [← hy]; exact hne)))
    · intro h
      exact absurd (mem_permsOn.2 fun _ _ => rfl) h
  intro h0
  rw [h0, map_zero] at h1
  simp at h1

end

end YoungSymmetriserNeZero
```

Compiling this gives:

```
Main.lean:36:10: error: unexpected token 'φ'; expected '⟩'
```

As a diff, the version that Lean accepts:

```diff
@@ -34,13 +34,13 @@
       map_one' := by ext x y; simp [Matrix.one_apply]
       map_mul' := fun g h => by ext x y; simp [Matrix.mul_apply, mul_assoc] }
-  obtain ⟨φ, hφ⟩ : ∃ φ : MonoidAlgebra ℂ (Perm α) →ₐ[ℂ] Matrix (Perm α) (Perm α) ℂ,
-      ∀ g, φ (𝐏 g) = ρ g := ⟨MonoidAlgebra.lift _ _ _ ρ, fun g => by simp⟩
-  have hφ1 : ∀ g, φ (𝐏 g) 1 1 = if g = 1 then 1 else 0 := fun g => by
-    rw [hφ]
+  obtain ⟨F, hF⟩ : ∃ F : MonoidAlgebra ℂ (Perm α) →ₐ[ℂ] Matrix (Perm α) (Perm α) ℂ,
+      ∀ g, F (𝐏 g) = ρ g := ⟨MonoidAlgebra.lift _ _ _ ρ, fun g => by simp⟩
+  have hF1 : ∀ g, F (𝐏 g) 1 1 = if g = 1 then 1 else 0 := fun g => by
+    rw [hF]
     simp [ρ, eq_comm]
   have hm : ∀ g h : Perm α, 𝐏 g * 𝐏 h = 𝐏 (g * h) := fun g h => (map_mul _ g h).symm
-  have h1 : φ (youngSymmetriser A B) 1 1 = 1 := by
+  have h1 : F (youngSymmetriser A B) 1 1 = 1 := by
     rw [youngSymmetriser, Finset.sum_mul_sum]
-    simp only [map_sum, Matrix.sum_apply, mul_smul_comm, hm, map_smul, Matrix.smul_apply, hφ1]
+    simp only [map_sum, Matrix.sum_apply, mul_smul_comm, hm, map_smul, Matrix.smul_apply, hF1]
     rw [Finset.sum_eq_single 1, Finset.sum_eq_single 1]
     · simp
```

What went wrong. The fault is one of notation, not of mathematics. The file has `open scoped Nat`, which switches on Mathlib's notation `φ` for Euler's totient function, `Nat.totient`. From then on `φ` by itself is a reserved token and can't serve as the name of a variable. The `obtain` pattern `⟨φ, hφ⟩` tries to use it as one, so the parser stops at `φ`, where it can accept no such token, and reports that it expected `⟩`.

The diff names the algebra homomorphism `F` instead, both where it is bound (in the pattern and after `∃`) and wherever it is applied. `F` is an ordinary identifier, so the pattern parses, and the proof goes through with its argument unchanged. The change of `hφ` and `hφ1` to `hF` and `hF1` is mere tidying: Lean reads each of those longer names as a single identifier, which the notation does not touch.
